# The bonding configuration keeps more than half of the ground-state weight in the Hubbard dimer's 2×2 singlet block (t > 0)

If I put both electrons of a Hubbard dimer with hopping t > 0 and on-site repulsion U into the bonding orbital, the energy is U/2 − 2t. It grows without limit as U grows, although the covalent singlet has energy 0 for every U. So the single configuration fails at strong repulsion, but its energy alone doesn't tell me how much of the true ground state it still holds.

I believe that its weight is

(1 + 4t/√(U² + 16t²))/2,

so that it stays above 1/2 and only tends to 1/2 as U → ∞. Can this be derived from the Hamiltonian block, with the change of basis included, and checked by machine?

## The weight follows from the two eigenvalue equations

Yes. Take the covalent singlet (one electron on each site) and the even ionic singlet (both electrons on one site, summed over the sites) as the basis. The block H has rows (0, −2t) and (−2t, U). The doubly occupied bonding and antibonding configurations are (1, 1)/√2 and (−1, 1)/√2. With these as the columns of R, RᵀR = 1. Since H(1, 1) = (−2t, U − 2t) and H(−1, 1) = (−2t, U + 2t), the entries of RᵀHR are

bonding–bonding: (−2t + U − 2t)/2 = U/2 − 2t

off-diagonal: (2t + U − 2t)/2 = U/2

antibonding–antibonding: (2t + U + 2t)/2 = U/2 + 2t.

Write W = √(U² + 16t²), which is larger than U. The vector (4t, W − U) is an eigenvector with energy (U − W)/2. The first row of the eigenvalue equation is immediate, and the second uses W² = U² + 16t². For a trial vector (φ₀, φ₁), the energy excess

Uφ₁² − 4tφ₀φ₁ − ((U − W)/2)(φ₀² + φ₁²),

multiplied by W − U > 0, equals

((W − U)φ₀ − 4tφ₁)²/2 ≥ 0.

No trial vector therefore lies lower. Normalised, this ground vector has covalent amplitude √((1 + U/W)/2) and ionic amplitude √((1 − U/W)/2).

Now let (ψ₀, ψ₁) be any ground vector, with energy E:

−2tψ₁ = Eψ₀

−2tψ₀ + Uψ₁ = Eψ₁.

If ψ₀ were 0, the first equation would give ψ₁ = 0 as well, so ψ₀ ≠ 0. Eliminating ψ₁ gives

E² − UE − 4t² = 0, hence (U − 2E)² = U² + 16t².

The trial vectors (1, 0) and (0, 1) give E ≤ 0 and E ≤ U. Hence U − 2E ≥ 0, and U − 2E = W. Multiplying the first equation by ψ₁ and the second by ψ₀, then adding, gives

2t(ψ₀² + ψ₁²) = Wψ₀ψ₁.

The bonding weight is the squared overlap with (1, 1)/√2 divided by the squared norm:

(ψ₀ + ψ₁)²/(2(ψ₀² + ψ₁²)) = (1 + 2ψ₀ψ₁/(ψ₀² + ψ₁²))/2 = (1 + 4t/W)/2.

Since 4t/W > 0, the weight exceeds 1/2. It equals 1 exactly when W = 4t, that is, when U = 0. Since W > U, W grows without limit as U → +∞, and the weight tends to 1/2.

```lean
import Mathlib

open Matrix Filter Topology

namespace HubbardDimerBonding

noncomputable section

/-- The 2×2 block of the two-electron Hubbard dimer Hamiltonian with hopping `t` and repulsion `U`
in the basis (covalent singlet, even ionic singlet). -/
def siteBlock (t U : ℝ) : Matrix (Fin 2) (Fin 2) ℝ := !![0, -2 * t; -2 * t, U]

/-- The 2×2 block of the two-electron Hubbard dimer Hamiltonian with hopping `t` and repulsion `U`
in the basis (bonding orbital doubly occupied, antibonding orbital doubly occupied). -/
def orbitalBlock (t U : ℝ) : Matrix (Fin 2) (Fin 2) ℝ :=
  !![U / 2 - 2 * t, U / 2; U / 2, U / 2 + 2 * t]

/-- The columns are the doubly occupied bonding and antibonding configurations,
expanded in the covalent and ionic singlets. -/
def orbitals : Matrix (Fin 2) (Fin 2) ℝ := (1 / √2) • !![1, -1; 1, 1]

/-- A ground vector of `H` is a nonzero eigenvector whose eigenvalue bounds the energy of
every trial vector from below. -/
def IsGroundVector (H : Matrix (Fin 2) (Fin 2) ℝ) (ψ : Fin 2 → ℝ) : Prop :=
  ψ ≠ 0 ∧ ∃ E : ℝ, H *ᵥ ψ = E • ψ ∧ ∀ φ : Fin 2 → ℝ, E * (φ ⬝ᵥ φ) ≤ φ ⬝ᵥ H *ᵥ φ

/-- The weight of the doubly occupied bonding configuration in a nonzero vector `ψ`
given in the basis (covalent singlet, ionic singlet). -/
def bondingWeight (ψ : Fin 2 → ℝ) : ℝ := ((orbitalsᵀ *ᵥ ψ) 0) ^ 2 / (ψ ⬝ᵥ ψ)

lemma norm_factor : (1 / √2) * (1 / √2) = (1 / 2 : ℝ) := by
  rw [div_mul_div_comm, Real.mul_self_sqrt (by norm_num)]
  norm_num

/-- The bonding and antibonding configurations are orthonormal. -/
theorem orbitals_orthogonal : orbitalsᵀ * orbitals = 1 := by
  unfold orbitals
  rw [Matrix.transpose_smul, Matrix.smul_mul, Matrix.mul_smul, smul_smul, norm_factor]
  ext i j
  fin_cases i <;> fin_cases j <;> simp [Matrix.mul_apply, Fin.sum_univ_two] <;> norm_num

/-- The change from singlets to orbital configurations turns the site-basis
Hamiltonian into the orbital-basis Hamiltonian. -/
theorem site_to_orbital (t U : ℝ) :
    orbitalsᵀ * siteBlock t U * orbitals = orbitalBlock t U := by
  unfold orbitals
  rw [Matrix.transpose_smul, Matrix.smul_mul, Matrix.smul_mul, Matrix.mul_smul, smul_smul,
    norm_factor]
  ext i j
  fin_cases i <;> fin_cases j <;>
    simp [siteBlock, orbitalBlock, Matrix.mul_apply, Fin.sum_univ_two] <;> ring

lemma siteBlock_mulVec (t U : ℝ) (φ : Fin 2 → ℝ) :
    siteBlock t U *ᵥ φ = ![-2 * t * φ 1, -2 * t * φ 0 + U * φ 1] := by
  ext i
  fin_cases i <;> simp [siteBlock, Matrix.mulVec, dotProduct, Fin.sum_univ_two]

lemma siteBlock_energy (t U : ℝ) (φ : Fin 2 → ℝ) :
    φ ⬝ᵥ siteBlock t U *ᵥ φ = U * φ 1 ^ 2 - 4 * t * φ 0 * φ 1 := by
  rw [siteBlock_mulVec]
  simp [dotProduct, Fin.sum_univ_two]
  ring

lemma bondingWeight_eq (ψ : Fin 2 → ℝ) :
    bondingWeight ψ = (ψ 0 + ψ 1) ^ 2 / (2 * (ψ 0 ^ 2 + ψ 1 ^ 2)) := by
  have h : (orbitalsᵀ *ᵥ ψ) 0 = (ψ 0 + ψ 1) / √2 := by
    simp [orbitals, Matrix.mulVec, dotProduct, Fin.sum_univ_two]
    ring
  have hn : ψ ⬝ᵥ ψ = ψ 0 ^ 2 + ψ 1 ^ 2 := by
    simp only [dotProduct, Fin.sum_univ_two]
    ring
  rw [bondingWeight, h, hn, div_pow, Real.sq_sqrt (by norm_num), div_div]

lemma lt_root {t : ℝ} (ht : 0 < t) (U : ℝ) : U < √(U ^ 2 + 16 * t ^ 2) := by
  have h : 0 < t ^ 2 := by positivity
  exact Real.lt_sqrt_of_sq_lt (by linarith)

/-- For `t > 0` the vector with covalent amplitude `4t` and ionic amplitude `√(U² + 16t²) - U` is a
ground vector of the block `siteBlock t U`. -/
theorem ground_vector {t : ℝ} (ht : 0 < t) (U : ℝ) :
    IsGroundVector (siteBlock t U) ![4 * t, √(U ^ 2 + 16 * t ^ 2) - U] := by
  have hlt := lt_root ht U
  have hsq : √(U ^ 2 + 16 * t ^ 2) ^ 2 = U ^ 2 + 16 * t ^ 2 := Real.sq_sqrt (by positivity)
  generalize √(U ^ 2 + 16 * t ^ 2) = W at hlt hsq ⊢
  refine ⟨fun h => ?_, (U - W) / 2, ?_, fun φ => ?_⟩
  · have h0 : 4 * t = 0 := congrFun h 0
    linarith
  · rw [siteBlock_mulVec]
    ext i
    fin_cases i
    · show -2 * t * (W - U) = (U - W) / 2 * (4 * t)
      ring
    · show -2 * t * (4 * t) + U * (W - U) = (U - W) / 2 * (W - U)
      linear_combination (1 / 2) * hsq
  · -- after multiplication by W - U > 0 the energy excess is half a perfect square
    rw [siteBlock_energy]
    simp only [dotProduct, Fin.sum_univ_two]
    have hy : W ^ 2 * φ 1 ^ 2 = (U ^ 2 + 16 * t ^ 2) * φ 1 ^ 2 := by rw [hsq]
    refine le_of_mul_le_mul_left ?_ (sub_pos.mpr hlt)
    nlinarith [sq_nonneg ((W - U) * φ 0 - 4 * t * φ 1), hy]

/-- For `t > 0` every ground vector of the block `siteBlock t U` has bonding weight
`(1 + 4t/√(U² + 16t²))/2`. -/
theorem bondingWeight_ground {t U : ℝ} (ht : 0 < t) {ψ : Fin 2 → ℝ}
    (hψ : IsGroundVector (siteBlock t U) ψ) :
    bondingWeight ψ = (1 + 4 * t / √(U ^ 2 + 16 * t ^ 2)) / 2 := by
  obtain ⟨h0, E, hE, hmin⟩ := hψ
  rw [siteBlock_mulVec] at hE
  have e1 : -2 * t * ψ 1 = E * ψ 0 := congrFun hE 0
  have e2 : -2 * t * ψ 0 + U * ψ 1 = E * ψ 1 := congrFun hE 1
  -- the pure covalent and pure ionic trial vectors bound the energy
  have m0 : E ≤ 0 := by
    have h := hmin ![1, 0]
    rw [siteBlock_energy] at h
    simpa [dotProduct, Fin.sum_univ_two] using h
  have m1 : E ≤ U := by
    have h := hmin ![0, 1]
    rw [siteBlock_energy] at h
    simpa [dotProduct, Fin.sum_univ_two] using h
  have ha : ψ 0 ≠ 0 := by
    intro h
    have h1 : t * ψ 1 = 0 := by
      rw [h] at e1
      linarith
    have h2 : ψ 1 = 0 := (mul_eq_zero.mp h1).resolve_left ht.ne'
    apply h0
    ext i
    fin_cases i
    · exact h
    · exact h2
  -- the secular equation allows two roots; the bounds `m0` and `m1` select the lower one
  have hq : ψ 0 * (E ^ 2 - U * E - 4 * t ^ 2) = 0 := by
    linear_combination (2 * t) * e2 + (U - E) * e1
  have hs : E ^ 2 - U * E - 4 * t ^ 2 = 0 := (mul_eq_zero.mp hq).resolve_left ha
  have hW : √(U ^ 2 + 16 * t ^ 2) = U - 2 * E := by
    rw [show U ^ 2 + 16 * t ^ 2 = (U - 2 * E) ^ 2 by linear_combination (-4) * hs]
    exact Real.sqrt_sq (by linarith)
  have hpos : 0 < U - 2 * E := by
    rw [← hW]
    positivity
  have hN : 0 < ψ 0 ^ 2 + ψ 1 ^ 2 := by positivity
  -- the interference term of the two singlets
  have hk : 4 * t / (U - 2 * E) = 2 * ψ 0 * ψ 1 / (ψ 0 ^ 2 + ψ 1 ^ 2) := by
    rw [div_eq_div_iff hpos.ne' hN.ne']
    linear_combination (-2 * ψ 1) * e1 - (2 * ψ 0) * e2
  have hsum : 1 + 2 * ψ 0 * ψ 1 / (ψ 0 ^ 2 + ψ 1 ^ 2)
      = (ψ 0 + ψ 1) ^ 2 / (ψ 0 ^ 2 + ψ 1 ^ 2) := by
    rw [eq_div_iff hN.ne', add_mul, div_mul_cancel₀ _ hN.ne']
    ring
  rw [bondingWeight_eq, hW, hk, hsum, div_div, mul_comm (ψ 0 ^ 2 + ψ 1 ^ 2) 2]

/-- For `t > 0` the bonding configuration carries more than half of the weight of every
ground vector. -/
theorem half_lt_bondingWeight {t U : ℝ} (ht : 0 < t) {ψ : Fin 2 → ℝ}
    (hψ : IsGroundVector (siteBlock t U) ψ) : 1 / 2 < bondingWeight ψ := by
  rw [bondingWeight_ground ht hψ]
  have h : 0 < 4 * t / √(U ^ 2 + 16 * t ^ 2) := by positivity
  linarith

/-- For `t > 0` a ground vector has bonding weight one exactly when `U = 0`. -/
theorem bondingWeight_eq_one_iff {t U : ℝ} (ht : 0 < t) {ψ : Fin 2 → ℝ}
    (hψ : IsGroundVector (siteBlock t U) ψ) : bondingWeight ψ = 1 ↔ U = 0 := by
  rw [bondingWeight_ground ht hψ]
  have hpos : 0 < √(U ^ 2 + 16 * t ^ 2) := by positivity
  have hsq : √(U ^ 2 + 16 * t ^ 2) ^ 2 = U ^ 2 + 16 * t ^ 2 := Real.sq_sqrt (by positivity)
  constructor
  · intro h
    have h1 : 4 * t / √(U ^ 2 + 16 * t ^ 2) = 1 := by linarith
    rw [div_eq_iff hpos.ne', one_mul] at h1
    rw [← h1] at hsq
    have h2 : U ^ 2 = 0 := by linarith
    exact (pow_eq_zero_iff two_ne_zero).mp h2
  · intro h
    have h1 : √(U ^ 2 + 16 * t ^ 2) = 4 * t := by
      rw [h, show (0 : ℝ) ^ 2 + 16 * t ^ 2 = (4 * t) ^ 2 by ring]
      exact Real.sqrt_sq (by positivity)
    rw [h1, div_self (by positivity)]
    norm_num

/-- At fixed `t > 0` the bonding weight of the ground vectors tends to one half as the
repulsion `U` grows to infinity. -/
theorem bondingWeight_tendsto {t : ℝ} (ht : 0 < t) (ψ : ℝ → Fin 2 → ℝ)
    (hψ : ∀ U, IsGroundVector (siteBlock t U) (ψ U)) :
    Tendsto (fun U => bondingWeight (ψ U)) atTop (𝓝 (1 / 2)) := by
  have h1 : Tendsto (fun U : ℝ => √(U ^ 2 + 16 * t ^ 2)) atTop atTop :=
    tendsto_atTop_mono (fun U => (lt_root ht U).le) tendsto_id
  have h2 := ((h1.const_div_atTop (4 * t)).const_add 1).div_const 2
  rw [add_zero] at h2
  exact h2.congr (fun U => (bondingWeight_ground ht (hψ U)).symm)

end

end HubbardDimerBonding
```

```lean
#print axioms HubbardDimerBonding.ground_vector
-- 'HubbardDimerBonding.ground_vector' depends on axioms: [propext, Classical.choice, Quot.sound]
#print axioms HubbardDimerBonding.half_lt_bondingWeight
-- 'HubbardDimerBonding.half_lt_bondingWeight' depends on axioms: [propext, Classical.choice, Quot.sound]
#print axioms HubbardDimerBonding.bondingWeight_eq_one_iff
-- 'HubbardDimerBonding.bondingWeight_eq_one_iff' depends on axioms: [propext, Classical.choice, Quot.sound]
#print axioms HubbardDimerBonding.bondingWeight_tendsto
-- 'HubbardDimerBonding.bondingWeight_tendsto' depends on axioms: [propext, Classical.choice, Quot.sound]
```

## What the Lean statements say about the dimer

`siteBlock t U` and `orbitalBlock t U` are the two real matrices, and `orbitals` is R. Index 0 means covalent in the first basis and bonding in the second; index 1 means ionic and antibonding. The theorems `orbitals_orthogonal` and `site_to_orbital` together state the orthogonal similarity, which holds for all real t and U.

`IsGroundVector H ψ` says that ψ is a nonzero eigenvector whose eigenvalue bounds the energy of every real trial vector from below. Neither the energy formula nor normalisation is assumed. `bondingWeight ψ` transforms ψ to the orbital basis, squares component 0 and divides by the squared norm.

For t > 0, `bondingWeight_ground` gives the weight of every ground vector, at any real U, attractive values included. The positive sign of t makes the combination (1, 1)/√2 the lower one in the hopping energy. In `bondingWeight_tendsto`, `ψ` selects a ground vector for each U, with no continuity required, and `ground_vector` supplies such a selection.

The 2×2 block is the starting point: its reduction from the full two-electron Hamiltonian is not derived, and the odd ionic singlet and the triplets do not appear. In electronic-structure terms, the weight measures how much of the exact state the closed-shell determinant with both electrons in the bonding orbital captures in this two-site model with one orbital per site; near 1/2, both closed-shell configurations matter almost equally.

## How Lean carries out the algebra

For the change of basis, `norm_factor` combines the two factors 1/√2 into 1/2, and the matrix identities are then checked entry by entry. `siteBlock_mulVec` and `siteBlock_energy` write out Hφ and the energy form, while `bondingWeight_eq` gives the weight in terms of the singlet amplitudes.

In `ground_vector`, `generalize` replaces the root by W and keeps only U < W, from `lt_root`, and the value of W². `linear_combination` settles the second eigenvalue row. For the variational bound, `le_of_mul_le_mul_left` removes the positive factor W − U, and `nlinarith` receives the completed square.

`bondingWeight_ground` follows the argument for an arbitrary ground vector. `m0` and `m1` are the bounds from the two trial vectors, `ha` is ψ₀ ≠ 0, `hs` is the quadratic equation for E, and `hW` identifies the root with U − 2E. `hk` combines the eigenvalue equations into the interference term 2ψ₀ψ₁/(ψ₀² + ψ₁²), and `hsum` completes the square in the numerator.

The last three theorems start from this formula. `half_lt_bondingWeight` uses the positivity of 4t/W, and `bondingWeight_eq_one_iff` solves W = 4t in both directions. `bondingWeight_tendsto` compares W with U to show that W diverges, so 4t/W tends to 0, and transfers the limit to the chosen ground vectors.
